# Kubo's identity for matrices: the commutator with $e^{-\beta H}$ as an imaginary-time integral

The linear response function of a system in canonical thermal equilibrium is defined by a commutator, and it can be obtained from an equilibrium correlation function averaged over imaginary time. For finite matrices, with the time derivative of the perturbing operator formed as a commutator with the same Hamiltonian matrix, that conversion is exact. Let $H$ and $A$ be complex square matrices, $\beta$ a real number, $[A,B]=AB-BA$, and $X(s)=e^{sH}Xe^{-sH}$ for a matrix $X$ and real $s$. Then

$$[A,e^{-\beta H}] = e^{-\beta H}\int_0^\beta e^{sH}[H,A]\,e^{-sH}\,ds .$$

## Response function and canonical correlation

Set $\hbar=1$, let $B$ be the observed operator, $B(t)=e^{itH}Be^{-itH}$ for real time $t$, and $\dot A=i[H,A]$. An argument $t$ always denotes this real-time evolution, while an argument $s$, $0$ or $\beta$ denotes the imaginary-time evolution above. Define

$$\Phi(t)=i\,\mathrm{Tr}\big(e^{-\beta H}[B(t),A]\big),\qquad C(X,Y)=\int_0^\beta \mathrm{Tr}\big(e^{-\beta H}X(s)\,Y\big)\,ds .$$

The identity gives $\Phi(t)=C(\dot A,B(t))$ and $C(\dot A,B)=-C(\dot B,A)$. Both quantities are unnormalised. With $Z=\mathrm{Tr}\,e^{-\beta H}$, a Hermitian Hamiltonian $H$, the inverse temperature $\beta=1/k_BT$ and the equilibrium state $e^{-\beta H}/Z$, the thermal response function for a perturbation $-F(t)A$ of the Hamiltonian by a field $F(t)$ is $\Phi/Z$ and the Kubo-transformed correlation is $K=C/(\beta Z)$, so for $Z\neq0$ and $\beta\neq0$ the first relation reads $\Phi(t)/Z=\beta K(\dot A,B(t))$. A code that holds $H$, $A$ and $B$ as finite matrices can evaluate both sides and compare them, which tests the relative sign and relative factor $i$ of the two sides and the imaginary-time quadrature, provided $\Phi(t)\neq0$. An error common to both sides is not detected: a wrong sign of $t$ in $B(t)$ passes, because the relation holds for any matrix in place of $B(t)$, and so does a factor $i$ left out of both $\Phi$ and $\dot A$. Both sides vanish, and a wrong overall sign or factor $i$ goes unnoticed, when $[H,A]=0$, or at $t=0$ when $A=B$ or when $H$, $A$ and $B$ are all real symmetric.

## From the commutator to the integral

1. Since $e^{-\beta H}e^{\beta H}=1$, we have $Ae^{-\beta H}-e^{-\beta H}A=e^{-\beta H}\big(e^{\beta H}Ae^{-\beta H}-A\big)=e^{-\beta H}\big(A(\beta)-A\big)$.
2. The product rule gives $dA(s)/ds=e^{sH}HAe^{-sH}-e^{sH}AHe^{-sH}=e^{sH}[H,A]e^{-sH}=[H,A](s)$.
3. The right side is continuous in $s$ and $A(0)=A$, so $\int_0^\beta [H,A](s)\,ds=A(\beta)-A$. Inserting this in step 1 gives the identity.
4. Cyclicity of the trace gives $\mathrm{Tr}(e^{-\beta H}BA)=\mathrm{Tr}(Ae^{-\beta H}B)$, hence $\mathrm{Tr}(e^{-\beta H}[B,A])=\mathrm{Tr}([A,e^{-\beta H}]\,B)$.
5. Steps 1 and 3 turn this into $\int_0^\beta\mathrm{Tr}(e^{-\beta H}[H,A](s)\,B)\,ds$. Multiplying by $i$ gives $i\,\mathrm{Tr}(e^{-\beta H}[B,A])=C(\dot A,B)$.
6. Replacing $B$ by $B(t)$ gives $\Phi(t)=C(\dot A,B(t))$. Exchanging $A$ and $B$ reverses the sign of the commutator, which gives the antisymmetry.

```lean
import Mathlib

open NormedSpace

namespace KuboIdentity

noncomputable section

section Defs

variable {𝔸 : Type*} [Ring 𝔸]

/-- The commutator `[A, B] = AB - BA`. -/
def opComm (A B : 𝔸) : 𝔸 := A * B - B * A

variable [Algebra ℝ 𝔸] [TopologicalSpace 𝔸] [IsTopologicalRing 𝔸]

/-- The Boltzmann operator `exp(-βH)`. -/
def boltzmann (H : 𝔸) (β : ℝ) : 𝔸 := exp (-(β • H))

/-- Imaginary-time evolution `A(s) = exp(sH) A exp(-sH)`. -/
def imagEvolve (H A : 𝔸) (s : ℝ) : 𝔸 := exp (s • H) * A * exp (-(s • H))

end Defs

section Banach

variable {𝔸 : Type*} [NormedRing 𝔸] [NormedAlgebra ℝ 𝔸] [CompleteSpace 𝔸]

/-- The integral of `X(s) = exp(sH) X exp(-sH)` over imaginary time from `0` to `β`. -/
def kuboTransform (H X : 𝔸) (β : ℝ) : 𝔸 := ∫ s in (0 : ℝ)..β, imagEvolve H X s

/-- The commutator with the Boltzmann operator is `[A, exp(-βH)] = exp(-βH) (A(β) - A)`. -/
theorem opComm_boltzmann (H A : 𝔸) (β : ℝ) :
    opComm A (boltzmann H β) = boltzmann H β * (imagEvolve H A β - A) := by
  -- `exp(-βH)` inverts `exp(βH)`
  have h : exp (-(β • H)) * exp (β • H) = 1 := by
    let _ : NormedAlgebra ℚ 𝔸 := NormedAlgebra.restrictScalars ℚ ℝ 𝔸
    rw [← NormedSpace.exp_add_of_commute (Commute.refl (β • H)).neg_left, neg_add_cancel,
      NormedSpace.exp_zero]
  unfold opComm boltzmann imagEvolve
  rw [mul_sub, ← mul_assoc, ← mul_assoc, h, one_mul]

/-- Equation of motion in imaginary time: `dA(s)/ds = exp(sH) [H, A] exp(-sH)`. -/
theorem hasDerivAt_imagEvolve (H A : 𝔸) (s : ℝ) :
    HasDerivAt (imagEvolve H A) (imagEvolve H (opComm H A) s) s := by
  have h1 : HasDerivAt (fun u : ℝ => exp (u • H)) (exp (s • H) * H) s :=
    hasDerivAt_exp_smul_const H s
  have h2 : HasDerivAt (fun u : ℝ => exp (u • (-H))) ((-H) * exp (s • (-H))) s :=
    hasDerivAt_exp_smul_const' (-H) s
  simp only [smul_neg] at h2
  -- product rule
  have h := (h1.mul_const A).fun_mul h2
  refine HasDerivAt.congr_deriv h ?_
  unfold imagEvolve opComm
  generalize exp (s • H) = U
  generalize exp (-(s • H)) = V
  noncomm_ring

/-- The imaginary-time evolved operator `A(s)` is continuous in `s`. -/
theorem continuous_imagEvolve (H A : 𝔸) : Continuous (imagEvolve H A) :=
  continuous_iff_continuousAt.2 fun s => (hasDerivAt_imagEvolve H A s).continuousAt

/-- The integral of `exp(sH) [H, A] exp(-sH)` from `0` to `β` equals `A(β) - A`. -/
theorem kuboTransform_opComm (H A : 𝔸) (β : ℝ) :
    kuboTransform H (opComm H A) β = imagEvolve H A β - A := by
  have h0 : imagEvolve H A 0 = A := by simp [imagEvolve]
  unfold kuboTransform
  rw [intervalIntegral.integral_eq_sub_of_hasDerivAt
    (fun s _ => hasDerivAt_imagEvolve H A s)
    ((continuous_imagEvolve H (opComm H A)).intervalIntegrable 0 β), h0]

/-- Kubo identity in a complete normed algebra:
`[A, exp(-βH)] = exp(-βH) ∫₀^β exp(sH) [H, A] exp(-sH) ds`. -/
theorem kubo_identity (H A : 𝔸) (β : ℝ) :
    opComm A (boltzmann H β) = boltzmann H β * kuboTransform H (opComm H A) β := by
  rw [kuboTransform_opComm, opComm_boltzmann]

/-- For a continuous real-linear functional `L`, the integral of `L(exp(sH) [H, A] exp(-sH))`
from `0` to `β` equals `L(A(β) - A)`. -/
theorem integral_map_imagEvolve (H A : 𝔸) (β : ℝ) (L : 𝔸 →L[ℝ] ℂ) :
    ∫ s in (0 : ℝ)..β, L (imagEvolve H (opComm H A) s) = L (imagEvolve H A β - A) := by
  rw [← kuboTransform_opComm H A β]
  exact L.intervalIntegral_comp_comm
    ((continuous_imagEvolve H (opComm H A)).intervalIntegrable 0 β)

end Banach

section Matrices

variable {n : Type*} [Fintype n] [DecidableEq n]

/-- The matrix whose entries are the integrals from `0` to `β` of the entries of
`exp(sH) X exp(-sH)`. -/
def kuboMatrix (H X : Matrix n n ℂ) (β : ℝ) : Matrix n n ℂ :=
  Matrix.of fun i j => ∫ s in (0 : ℝ)..β, imagEvolve H X s i j

/-- The Heisenberg time derivative `i[H, A]`, with `ħ = 1`. -/
def timeDeriv (H A : Matrix n n ℂ) : Matrix n n ℂ := Complex.I • opComm H A

/-- The Heisenberg operator `B(t) = exp(itH) B exp(-itH)`. -/
def heisenberg (H B : Matrix n n ℂ) (t : ℝ) : Matrix n n ℂ :=
  exp ((Complex.I * t) • H) * B * exp (-((Complex.I * t) • H))

/-- The unnormalised canonical correlation
`∫₀^β Tr(exp(-βH) exp(sH) X exp(-sH) Y) ds`. -/
def canonCorr (H : Matrix n n ℂ) (β : ℝ) (X Y : Matrix n n ℂ) : ℂ :=
  ∫ s in (0 : ℝ)..β, (boltzmann H β * imagEvolve H X s * Y).trace

/-- The unnormalised linear response function `i Tr(exp(-βH) [B(t), A])`. -/
def responseFn (H : Matrix n n ℂ) (β : ℝ) (A B : Matrix n n ℂ) (t : ℝ) : ℂ :=
  Complex.I * (boltzmann H β * opComm (heisenberg H B t) A).trace

/-- Kubo identity for complex square matrices:
`[A, exp(-βH)] = exp(-βH) ∫₀^β exp(sH) [H, A] exp(-sH) ds`, integrated entry by entry. -/
theorem kubo_identity_matrix (H A : Matrix n n ℂ) (β : ℝ) :
    opComm A (boltzmann H β) = boltzmann H β * kuboMatrix H (opComm H A) β := by
  have key : kuboMatrix H (opComm H A) β = imagEvolve H A β - A := by
    ext i j
    -- the functional that reads off the entry `(i, j)`
    let L : Matrix n n ℂ →ₗ[ℝ] ℂ :=
      { toFun := fun M => M i j
        map_add' := fun _ _ => rfl
        map_smul' := fun _ _ => rfl }
    have hL : Continuous L := by
      exact continuous_id.matrix_elem i j
    open scoped Matrix.Norms.Operator in
      exact (integral_map_imagEvolve H A β ⟨L, hL⟩ :)
  rw [key]
  open scoped Matrix.Norms.Operator in
    exact (opComm_boltzmann H A β :)

/-- The Boltzmann-weighted trace `i Tr(exp(-βH) [B, A])` equals the canonical correlation
of `i[H, A]` with `B`. -/
theorem trace_opComm_eq_canonCorr (H A B : Matrix n n ℂ) (β : ℝ) :
    Complex.I * (boltzmann H β * opComm B A).trace = canonCorr H β (timeDeriv H A) B := by
  -- the functional `M ↦ i Tr(exp(-βH) M B)`
  let L : Matrix n n ℂ →ₗ[ℝ] ℂ :=
    { toFun := fun M => Complex.I * (boltzmann H β * M * B).trace
      map_add' := by
        intro x y
        simp only [mul_add, add_mul, Matrix.trace_add]
      map_smul' := by
        intro c x
        simp only [mul_smul_comm, smul_mul_assoc, Matrix.trace_smul, RingHom.id_apply] }
  have hL : Continuous L := by
    exact L.continuous_of_finiteDimensional
  have key : ∫ s in (0 : ℝ)..β,
      Complex.I * (boltzmann H β * imagEvolve H (opComm H A) s * B).trace
      = Complex.I * (boltzmann H β * (imagEvolve H A β - A) * B).trace := by
    open scoped Matrix.Norms.Operator in
      exact (integral_map_imagEvolve H A β ⟨L, hL⟩ :)
  have hc : opComm A (boltzmann H β) = boltzmann H β * (imagEvolve H A β - A) := by
    open scoped Matrix.Norms.Operator in
      exact (opComm_boltzmann H A β :)
  have hint : ∀ s : ℝ, (boltzmann H β * imagEvolve H (timeDeriv H A) s * B).trace
      = Complex.I * (boltzmann H β * imagEvolve H (opComm H A) s * B).trace := by
    intro s
    simp only [imagEvolve, timeDeriv, mul_smul_comm, smul_mul_assoc, Matrix.trace_smul,
      smul_eq_mul]
  unfold canonCorr
  simp only [hint]
  rw [key, ← hc]
  -- cyclicity of the trace
  have hcyc := Matrix.trace_mul_comm A (boltzmann H β * B)
  simp only [opComm, mul_sub, sub_mul, Matrix.trace_sub, mul_assoc] at hcyc ⊢
  rw [hcyc]

/-- The response function `i Tr(exp(-βH) [B(t), A])` equals the canonical correlation of
`i[H, A]` with `B(t)`. -/
theorem responseFn_eq_canonCorr (H A B : Matrix n n ℂ) (β t : ℝ) :
    responseFn H β A B t = canonCorr H β (timeDeriv H A) (heisenberg H B t) :=
  trace_opComm_eq_canonCorr H A (heisenberg H B t) β

/-- The canonical correlation of `i[H, A]` with `B` is minus that of `i[H, B]` with `A`. -/
theorem canonCorr_timeDeriv_antisymm (H A B : Matrix n n ℂ) (β : ℝ) :
    canonCorr H β (timeDeriv H A) B = -canonCorr H β (timeDeriv H B) A := by
  rw [← trace_opComm_eq_canonCorr H A B β, ← trace_opComm_eq_canonCorr H B A β]
  simp only [opComm, mul_sub, Matrix.trace_sub]
  ring

end Matrices

end

end KuboIdentity
```

```lean
#print axioms KuboIdentity.kubo_identity
#print axioms KuboIdentity.kubo_identity_matrix
#print axioms KuboIdentity.responseFn_eq_canonCorr
#print axioms KuboIdentity.canonCorr_timeDeriv_antisymm
```

```
'KuboIdentity.kubo_identity' depends on axioms: [propext, Classical.choice, Quot.sound]
'KuboIdentity.kubo_identity_matrix' depends on axioms: [propext, Classical.choice, Quot.sound]
'KuboIdentity.responseFn_eq_canonCorr' depends on axioms: [propext, Classical.choice, Quot.sound]
'KuboIdentity.canonCorr_timeDeriv_antisymm' depends on axioms: [propext, Classical.choice, Quot.sound]
```

## Lean objects and their physical meaning

`opComm A B` is $[A,B]$, `boltzmann H β` is $e^{-\beta H}$, and `imagEvolve H A s` is $A(s)$, with the positive exponent on the left. `timeDeriv H A`, `heisenberg H B t`, `canonCorr H β X Y` and `responseFn H β A B t` are $\dot A$, $B(t)$, $C(X,Y)$ and $\Phi(t)$; in `canonCorr` the imaginary-time evolution acts on the first operator.

`kubo_identity` states the identity in any complete normed real algebra `𝔸`, a class that includes the bounded operators on a Hilbert space, with the integral written as `kuboTransform`. `kubo_identity_matrix` states it for `Matrix n n ℂ` with a finite index type `n`. There the integral is `kuboMatrix`, taken entry by entry, so the statement names no matrix norm. `trace_opComm_eq_canonCorr`, `responseFn_eq_canonCorr` and `canonCorr_timeDeriv_antisymm` are steps 5 and 6, for matrices only.

None of these theorems assumes that $H$, $A$ or $B$ is Hermitian or that $\beta$ is positive. At $\beta=0$ both sides vanish, and for negative $\beta$ the integral is oriented. Leaving out $1/Z$ lets the trace statements hold for a non-Hermitian $H$, whose $Z$ can be zero.

## Lemmas against the numbered steps

`opComm_boltzmann` is step 1: `exp_add_of_commute` supplies $e^{-\beta H}e^{\beta H}=1$, and the rest is distributivity. `hasDerivAt_imagEvolve` is step 2. It writes the two derivatives as $e^{sH}H$ and $-He^{-sH}$, which places each $H$ next to $A$, combines them by the product rule `fun_mul`, and closes with `noncomm_ring`. Differentiability gives `continuous_imagEvolve`, which makes the integrand integrable, and `kuboTransform_opComm` applies the fundamental theorem of calculus as in step 3. `kubo_identity` joins steps 1 and 3.

`integral_map_imagEvolve` moves a continuous real-linear functional `L` through the integral. The functional that reads entry $(i,j)$ yields the matrix form, with a norm from `Matrix.Norms.Operator` opened inside the proof to reach the general lemmas. The functional $M\mapsto i\,\mathrm{Tr}(e^{-\beta H}MB)$ yields `key` in `trace_opComm_eq_canonCorr`; there `hint` pulls the factor $i$ out of $\dot A(s)$, and `hcyc` is the cyclicity of step 4. The response theorem is this result at $B(t)$, and the antisymmetry uses it twice.

## Finite matrices, exact exponentials and the meaning of $\Phi$

The equalities concern exact exponentials, exact integrals and exact complex arithmetic. They carry no error bound for quadrature in $s$, for split-operator approximations of $e^{-\beta H}$, or for rounding. Unbounded Hamiltonians and the limit of a complete basis are not treated.

In a truncated basis the theorems apply to the truncated $H$ and $A$, with $\dot A$ formed as $i[H,A]$ from those same matrices. A separately truncated velocity or current matrix need not equal that commutator, and the theorems then do not allow it to be put in place of $\dot A$.

`responseFn` is a definition, valid for every real $t$ and without a step function for causality. For Hermitian $H$ and $t>0$, the reading of $\Phi(t)/Z$ as the first-order change of $\langle B\rangle$ at a time $t$ after a unit impulse of the field $F$, which enters the Hamiltonian as $-FA$, comes from time-dependent perturbation theory, the content of the Kubo formula, and the Lean code neither states nor proves that link.
